# For two spins 1, $a\,S_1\cdot S_2+b\,(S_1\cdot S_2)^2$ commutes with $U\otimes U$ for every $U\in SU(3)$ exactly when $a=b$

Q: Before I believe anything about symmetry, which matrices and conventions are these?

A: Units have $\hbar=1$, and all matrices are complex. Each spin has the Cartesian basis $e_0,e_1,e_2$.

```lean
import Mathlib

open Matrix
open scoped Kronecker

namespace SpinOneExchangeSymmetry

noncomputable section
```

The indices live in `Fin 3`, where addition wraps around modulo 3. The Levi-Civita symbol is therefore $+1$ when $(i,j,k)$ is a cyclic permutation of $(0,1,2)$, $-1$ for the reversed order, and $0$ otherwise.

```lean
/-- The Levi-Civita symbol on three Cartesian indices. -/
def levi (i j k : Fin 3) : ℤ :=
  if j = i + 1 ∧ k = i + 2 then 1 else if j = i + 2 ∧ k = i + 1 then -1 else 0
```

The spin matrices are $(S_k)_{ij}=-i\,\varepsilon_{kij}$, where the factor $i$ is the imaginary unit and the subscript $i$ is an index.

```lean
/-- The Cartesian spin-1 matrices, `(S_k)_ij = -i ε_kij`. -/
def spin (k : Fin 3) : Matrix (Fin 3) (Fin 3) ℂ :=
  Matrix.of fun i j => -Complex.I * (levi k i j : ℂ)
```

Q: Is that really spin 1? I expected a diagonal $S_z$.

A: It is spin 1 in another basis: $[S_0,S_1]=iS_2$ and its cyclic versions hold, and $\sum_k S_k^2=2$. These are textbook facts about the matrices; the file starts from the matrices themselves.

A two-spin operator has rows and columns labelled by pairs, so it is $9\times9$. The symbol `⊗ₖ` is the Kronecker product, and `exchange` is $X=S_1\cdot S_2=\sum_k S_k\otimes S_k$.

```lean
/-- The Heisenberg exchange operator `X = S1 · S2` of two spins 1. -/
def exchange : Matrix (Fin 3 × Fin 3) (Fin 3 × Fin 3) ℂ :=
  ∑ k, spin k ⊗ₖ spin k
```

Two more operators are needed. The swap $P$ has entries $P_{(i,j),(k,l)}=\delta_{il}\delta_{jk}$.

```lean
/-- The operator that swaps the states of the two spins. -/
def swapOp : Matrix (Fin 3 × Fin 3) (Fin 3 × Fin 3) ℂ :=
  Matrix.of fun p q => if p.1 = q.2 ∧ p.2 = q.1 then 1 else 0
```

The pair operator $K$ has entries $K_{(i,j),(k,l)}=\delta_{ij}\delta_{kl}$. It is $|v\rangle\langle v|$ with $v=\sum_m e_m\otimes e_m$, and $\langle v|v\rangle=3$. The normalised state $v/\sqrt3$ is the total-spin singlet, so $K$ is three times the singlet projector.

```lean
/-- The operator `|v⟩⟨v|` for the unnormalised pair state `v = ∑ e_a ⊗ e_a`. -/
def pairOp : Matrix (Fin 3 × Fin 3) (Fin 3 × Fin 3) ℂ :=
  Matrix.of fun p q => if p.1 = p.2 ∧ q.1 = q.2 then 1 else 0
```

Finally, the coupling is $aX+bX^2$. The constants $a$ and $b$ stand for the strengths of the bilinear and biquadratic exchange. They may be complex here; a Hermitian Hamiltonian has them real.

```lean
/-- The bilinear-biquadratic coupling `a S1·S2 + b (S1·S2)²`. -/
def coupling (a b : ℂ) : Matrix (Fin 3 × Fin 3) (Fin 3 × Fin 3) ℂ :=
  a • exchange + b • exchange ^ 2
```

Q: How does a dot product of spins turn into a swap?

A: Through one contraction. I write $m$ for the summed index, to keep $a$ for the coupling:
$$\sum_m\varepsilon_{mik}\,\varepsilon_{mjl}=\delta_{ij}\delta_{kl}-\delta_{il}\delta_{jk}.$$
Lean verifies this by running through all 81 choices of $i,j,k,l$.

```lean
/-- Contraction of two Levi-Civita symbols over their first index. -/
theorem levi_contract : ∀ i j k l : Fin 3, ∑ a, levi a i k * levi a j l =
    (if i = j ∧ k = l then 1 else 0) - (if i = l ∧ j = k then 1 else 0) := by
  decide +kernel
```

The two factors $-i$ multiply to $-1$, so
$$X_{(i,j),(k,l)}=-\sum_m\varepsilon_{mik}\,\varepsilon_{mjl}=\delta_{il}\delta_{jk}-\delta_{ij}\delta_{kl},$$
which says $X=P-K$. In the proof, `linear_combination` combines the contraction with $i^2=-1$.

```lean
/-- The exchange operator of two spins 1 is the swap minus the pair operator. -/
theorem exchange_eq : exchange = swapOp - pairOp := by
  ext ⟨i, j⟩ ⟨k, l⟩
  have h := congrArg (Int.cast : ℤ → ℂ) (levi_contract i j k l)
  simp only [Fin.sum_univ_three] at h
  push_cast at h
  simp only [exchange, Fin.sum_univ_three, Matrix.add_apply, Matrix.kroneckerMap_apply, spin,
    Matrix.of_apply, Matrix.sub_apply, swapOp, pairOp]
  linear_combination (-1 : ℂ) * h + ((levi 0 i k : ℂ) * levi 0 j l +
    (levi 1 i k : ℂ) * levi 1 j l + (levi 2 i k : ℂ) * levi 2 j l) * Complex.I_sq
```

Q: And the square?

A: We need products with $P$ and $K$. For any $M$ and any pair $r$, the swap exchanges labels: $(PM)_{(i,j),r}=M_{(j,i),r}$ and $(MP)_{r,(i,j)}=M_{r,(j,i)}$. In Lean, the sum for the matrix product collapses to its single nonzero term.

```lean
/-- Multiplying by the swap from the left or right exchanges the two spin labels
of the row or column. -/
theorem swap_apply (M : Matrix (Fin 3 × Fin 3) (Fin 3 × Fin 3) ℂ) (i j : Fin 3)
    (r : Fin 3 × Fin 3) :
    (swapOp * M) (i, j) r = M (j, i) r ∧ (M * swapOp) r (i, j) = M r (j, i) := by
  constructor
  · rw [Matrix.mul_apply, Finset.sum_eq_single (j, i)]
    · simp [swapOp]
    · rintro ⟨a, b⟩ - h
      have h' : ¬(i = b ∧ j = a) := fun e => h (by rw [e.1, e.2])
      simp only [swapOp, Matrix.of_apply, if_neg h', zero_mul]
    · simp
  · rw [Matrix.mul_apply, Finset.sum_eq_single (j, i)]
    · simp [swapOp]
    · rintro ⟨a, b⟩ - h
      have h' : ¬(a = j ∧ b = i) := fun e => h (by rw [e.1, e.2])
      simp only [swapOp, Matrix.of_apply, if_neg h', mul_zero]
    · simp
```

The pair operator sums over equal labels: $(KM)_{(i,j),r}=\delta_{ij}\sum_m M_{(m,m),r}$ and $(MK)_{r,(i,j)}=\delta_{ij}\sum_m M_{r,(m,m)}$.

```lean
/-- Multiplying by the pair operator from the left or right sums over equal labels
of the two spins. -/
theorem pair_apply (M : Matrix (Fin 3 × Fin 3) (Fin 3 × Fin 3) ℂ) (i j : Fin 3)
    (r : Fin 3 × Fin 3) :
    (pairOp * M) (i, j) r = (if i = j then ∑ a, M (a, a) r else 0) ∧
    (M * pairOp) r (i, j) = (if i = j then ∑ a, M r (a, a) else 0) := by
  constructor <;> by_cases h : i = j <;>
    simp [pairOp, h, Matrix.mul_apply, Fintype.sum_prod_type, Fin.sum_univ_three]
```

Now put $M=P$ or $M=K$. Swapping twice gives $P^2=1$. Since $K$ is unchanged when the labels of its row or column are exchanged, $PK=KP=K$. The sum over three equal labels gives $K^2=3K$. Hence
$$X^2=P^2-PK-KP+K^2=1-2K+3K=1+K,$$
$$aX+bX^2=b+aP+(b-a)K.$$
With $a=b=1$ this reads $X+X^2=1+P$, that is, $P=X^2+X-1$. The four product rules are `hPP`, `hPK`, `hKP` and `hKK` below, and `module` collects the coefficients.

```lean
/-- The bilinear-biquadratic coupling is a combination of the identity, the swap and
the pair operator, the last with weight `b - a`. -/
theorem coupling_eq (a b : ℂ) :
    coupling a b = b • 1 + a • swapOp + (b - a) • pairOp := by
  have hPP : swapOp * swapOp = 1 := by
    ext ⟨i, j⟩ ⟨k, l⟩
    rw [(swap_apply _ i j _).1]
    by_cases h : i = k <;> by_cases h' : j = l <;> simp [swapOp, Matrix.one_apply, h, h']
  have hPK : swapOp * pairOp = pairOp := by
    ext ⟨i, j⟩ ⟨k, l⟩
    rw [(swap_apply _ i j _).1]
    by_cases h : i = j
    · rw [h]
    · simp [pairOp, h, Ne.symm h]
  have hKP : pairOp * swapOp = pairOp := by
    ext ⟨i, j⟩ ⟨k, l⟩
    rw [(swap_apply _ k l _).2]
    by_cases h : k = l
    · rw [h]
    · simp [pairOp, h, Ne.symm h]
  have hKK : pairOp * pairOp = (3 : ℂ) • pairOp := by
    ext ⟨i, j⟩ ⟨k, l⟩
    rw [(pair_apply _ i j _).1]
    by_cases h : i = j <;> by_cases h' : k = l <;> simp [pairOp, h, h']
  rw [coupling, exchange_eq, sq]
  simp only [sub_mul, mul_sub, hPP, hPK, hKP, hKK]
  module
```

Q: Show me that identity on actual vectors.

A: Write $e_{ij}=e_i\otimes e_j$. From $X=P-K$ we get $Xe_{01}=e_{10}$ and $X^2e_{01}=e_{01}$, so $(X^2+X-1)e_{01}=e_{10}$, the swapped state. For equal labels, $Xe_{00}=e_{00}-v=-(e_{11}+e_{22})$. Applying $X$ again gives
$$X^2e_{00}=(e_{00}+e_{22})+(e_{00}+e_{11})=2e_{00}+e_{11}+e_{22}.$$
Then $(X^2+X-1)e_{00}=e_{00}$, as a swap should give.

Q: Where does the symmetry enter?

A: Through the commutator with $U\otimes U$, the same matrix acting on both spins. The identity commutes with it. So does $P$, because
$$(P(U\otimes U))_{(i,j),(k,l)}=U_{jk}U_{il}=((U\otimes U)P)_{(i,j),(k,l)}.$$
Only the $K$ term survives:
$$[aX+bX^2,\;U\otimes U]=(b-a)\,[K,\;U\otimes U].$$

```lean
/-- The commutator of the coupling with `U ⊗ U` is `b - a` times that of the pair operator. -/
theorem coupling_commutator (a b : ℂ) (U : Matrix (Fin 3) (Fin 3) ℂ) :
    coupling a b * (U ⊗ₖ U) - (U ⊗ₖ U) * coupling a b =
      (b - a) • (pairOp * (U ⊗ₖ U) - (U ⊗ₖ U) * pairOp) := by
  -- the swap commutes with the same transformation applied to both spins
  have hP : swapOp * (U ⊗ₖ U) = (U ⊗ₖ U) * swapOp := by
    ext ⟨i, j⟩ ⟨k, l⟩
    rw [(swap_apply _ i j _).1, (swap_apply _ k l _).2]
    simp only [Matrix.kroneckerMap_apply]
    ring
  rw [coupling_eq]
  simp only [add_mul, mul_add, smul_mul_assoc, mul_smul_comm, one_mul, mul_one, hP]
  module
```

Setting $a=b=1$ removes the right-hand side. So $X+X^2$ commutes with $U\otimes U$ for every $3\times3$ matrix $U$, unitary or not, invertible or not.

```lean
/-- For two spins 1, `S1·S2 + (S1·S2)²` commutes with `U ⊗ U` for every 3×3 matrix `U`. -/
theorem exchange_add_sq_commute (U : Matrix (Fin 3) (Fin 3) ℂ) :
    (exchange + exchange ^ 2) * (U ⊗ₖ U) = (U ⊗ₖ U) * (exchange + exchange ^ 2) := by
  have h := coupling_commutator 1 1 U
  rw [sub_self, zero_smul, sub_eq_zero] at h
  simpa only [coupling, one_smul] using h
```

Q: What if $a\neq b$? Surely rotations still work.

A: They do, and the criterion shows what else does. By the rules for $K$,
$$(K(U\otimes U))_{(i,j),(k,l)}=\delta_{ij}(U^TU)_{kl},\qquad ((U\otimes U)K)_{(i,j),(k,l)}=(UU^T)_{ij}\,\delta_{kl}.$$
Suppose these agree for all indices. Taking $k=l=0$ gives $UU^T=c\,1$ with $c=(U^TU)_{00}$. Taking $i=j=0$ gives $U^TU=(UU^T)_{00}\,1$, and all four indices zero shows that this is the same $c$. Conversely, if both products equal $c\,1$, both sides are $c\,\delta_{ij}\delta_{kl}$.

In Lean, `e1` and `e2` identify the sums with $U^TU$ and $UU^T$, and `e` is the entrywise equation. The hypothesis `hab : a ≠ b` is what lets us divide by $b-a$.

```lean
/-- For `a ≠ b` the coupling commutes with `U ⊗ U` exactly when `U Uᵀ` and `Uᵀ U` are
the same multiple of the identity. -/
theorem coupling_commute_iff {a b : ℂ} (hab : a ≠ b) (U : Matrix (Fin 3) (Fin 3) ℂ) :
    coupling a b * (U ⊗ₖ U) = (U ⊗ₖ U) * coupling a b ↔
      ∃ c : ℂ, U * Uᵀ = c • 1 ∧ Uᵀ * U = c • 1 := by
  have hne : b - a ≠ 0 := sub_ne_zero.2 hab.symm
  have e1 : ∀ k l, ∑ x, (U ⊗ₖ U) (x, x) (k, l) = (Uᵀ * U) k l := fun k l => by
    simp only [Matrix.kroneckerMap_apply, Matrix.mul_apply, Matrix.transpose_apply]
  have e2 : ∀ i j, ∑ x, (U ⊗ₖ U) (i, j) (x, x) = (U * Uᵀ) i j := fun i j => by
    simp only [Matrix.kroneckerMap_apply, Matrix.mul_apply, Matrix.transpose_apply]
  constructor
  · intro h
    have h0 := coupling_commutator a b U
    rw [h, sub_self] at h0
    have hK : pairOp * (U ⊗ₖ U) - (U ⊗ₖ U) * pairOp = 0 := by
      rw [← inv_smul_smul₀ hne (pairOp * (U ⊗ₖ U) - (U ⊗ₖ U) * pairOp), ← h0, smul_zero]
    -- compare the entries of the two products with the pair operator
    have e : ∀ i j k l, (if i = j then (Uᵀ * U) k l else 0) =
        if k = l then (U * Uᵀ) i j else 0 := by
      intro i j k l
      have t := congrFun (congrFun (sub_eq_zero.1 hK) (i, j)) (k, l)
      rwa [(pair_apply _ i j _).1, (pair_apply _ k l _).2, e1, e2] at t
    have e0 := e 0 0 0 0
    rw [if_pos rfl, if_pos rfl] at e0
    refine ⟨(Uᵀ * U) 0 0, ?_, ?_⟩
    · ext i j
      have t := e i j 0 0
      rw [if_pos (rfl : (0 : Fin 3) = 0)] at t
      rw [← t]
      simp [Matrix.one_apply]
    · ext k l
      have t := e 0 0 k l
      rw [if_pos (rfl : (0 : Fin 3) = 0), ← e0] at t
      rw [t]
      simp [Matrix.one_apply]
  · rintro ⟨c, h1, h2⟩
    have hK : pairOp * (U ⊗ₖ U) = (U ⊗ₖ U) * pairOp := by
      ext ⟨i, j⟩ ⟨k, l⟩
      rw [(pair_apply _ i j _).1, (pair_apply _ k l _).2, e1, e2, h1, h2]
      by_cases h : i = j <;> by_cases h' : k = l <;> simp [h, h']
    apply sub_eq_zero.1
    rw [coupling_commutator, hK, sub_self, smul_zero]
```

A rotation has $UU^T=U^TU=1$, so it passes with $c=1$. Note the plain transpose, with no complex conjugation: the criterion refers to the Cartesian basis.

Q: Then which element of $SU(3)$ fails?

A: Take $U=\mathrm{diag}(i,-i,1)$. It is unitary with determinant $i\cdot(-i)\cdot1=1$, but $UU^T=\mathrm{diag}(-1,-1,1)$ is not a multiple of the identity. If the coupling commutes with $U\otimes U$ for all of $SU(3)$, then $a\neq b$ is impossible. Conversely, if $a=b$, the commutator formula gives zero.

The Lean proof first checks that this matrix belongs to `Matrix.specialUnitaryGroup (Fin 3) ℂ`. It then compares the entries `0 0` and `2 2` of $UU^T=c\,1$, which would force $1=-1$.

```lean
/-- The bilinear-biquadratic coupling of two spins 1 commutes with `U ⊗ U` for every `U` in SU(3) if
and only if its two coupling constants are equal. -/
theorem su3_invariant_iff (a b : ℂ) :
    (∀ U ∈ Matrix.specialUnitaryGroup (Fin 3) ℂ,
      coupling a b * (U ⊗ₖ U) = (U ⊗ₖ U) * coupling a b) ↔ a = b := by
  constructor
  · intro h
    by_contra hab
    -- the diagonal matrix diag(i, -i, 1) breaks the symmetry
    have hU : !![Complex.I, 0, 0; 0, -Complex.I, 0; 0, 0, 1] ∈
        Matrix.specialUnitaryGroup (Fin 3) ℂ := by
      rw [Matrix.mem_specialUnitaryGroup_iff, Matrix.mem_unitaryGroup_iff]
      constructor
      · ext i j
        fin_cases i <;> fin_cases j <;>
          simp [Matrix.mul_apply, Fin.sum_univ_three, Matrix.star_apply]
      · simp [Matrix.det_fin_three]
    obtain ⟨c, hc, -⟩ := (coupling_commute_iff hab _).1 (h _ hU)
    have h0 := congrFun (congrFun hc 0) 0
    have h2 := congrFun (congrFun hc 2) 2
    simp [Matrix.mul_apply, Fin.sum_univ_three] at h0 h2
    have t : (1 : ℂ) = -1 := h2.trans h0.symm
    norm_num at t
  · rintro rfl U -
    apply sub_eq_zero.1
    rw [coupling_commutator, sub_self, zero_smul]

end

end SpinOneExchangeSymmetry
```

```lean
#print axioms SpinOneExchangeSymmetry.exchange_add_sq_commute
#print axioms SpinOneExchangeSymmetry.su3_invariant_iff
```

```
'SpinOneExchangeSymmetry.exchange_add_sq_commute' depends on axioms: [propext, Classical.choice, Quot.sound]
'SpinOneExchangeSymmetry.su3_invariant_iff' depends on axioms: [propext, Classical.choice, Quot.sound]
```

Q: Is this what I would call invariance under $SU(3)$?

A: It is if you mean the same $U$ on both spins. The theorem does not treat $U$ on one spin and its complex conjugate $\bar U$ on the other. That is a different action of $SU(3)$, and the purely biquadratic coupling $bX^2=b(1+K)$ is invariant under it, since $v$ is. The model is also a single pair of spins 1, with no lattice, no field and no single-ion anisotropy. Within that two-spin model, $a=b$ is exactly the condition for symmetry under the same $SU(3)$ matrix on both spins; the case $a=0$ shows that it is not the only way to have more symmetry than spin rotations.

Q: Where would I meet this in a program?

A: In exact diagonalisation of a finite spin-1 chain with $a=b$, each bond term is $a(1+P)$. You can apply it to a basis configuration by exchanging the two site labels, adding the original configuration and multiplying by $a$, without storing a $9\times9$ matrix.

The identity also gives a partial test of your spin matrices: build $X$ from Kronecker products and compare $X^2+X-1$ with the permutation matrix of the swap. A mismatch reveals an error, but a match does not prove the matrices right: flipping the sign of one $S_k$ leaves $X$ unchanged and spoils the commutation relations. The comparison works in the usual $S_z$ basis too, because changing basis by the same unitary on both spins leaves $P$ as it is.
